# The Lagrange–Jacobi identity and escape at positive energy for potentials of degree $-1$

A formal statement about $x'' = -\nabla V(x)$ on $t \ge 0$ has to decide what a second derivative is at the initial instant and what it means for the motion to exist. Here a motion is a pair of functions, position $x(t)$ and velocity $v(t)$, with $x' = v$ and $v' = -\nabla V(x)$, every derivative being taken within the half-line $[0,\infty)$. For $t > 0$ this is the ordinary derivative, at $t = 0$ it is the right derivative, and the values at negative times play no part. The second derivative of $\|x\|^2$ is accordingly stated as two successive first derivatives.

Requiring two-sided derivatives at every $t \ge 0$ would be another model. It changes nothing for $t > 0$, but it constrains $x$ and $v$ just before $t = 0$, so the theorem would ask more of the motion for the same escape conclusion.

## The objects

In Lean 4 with Mathlib:

```lean
import Mathlib

open Set Filter Topology

namespace LagrangeJacobi

noncomputable section

variable {F : Type*} [NormedAddCommGroup F] [InnerProductSpace ℝ F] [CompleteSpace F]
```

Configuration space `F` is a real inner product space, complete so that Mathlib's `gradient` is defined; Euclidean space of any finite dimension qualifies. The mass is one. For particles with masses $m_i$ and positions $q_i$ the coordinates $x_i = \sqrt{m_i}\,q_i$ bring Newton's equations to this form, and $\|x\|^2 = \sum_i m_i |q_i|^2$ is the moment of inertia about the origin that appears in the $N$-body version of the identity. The theorems speak of an abstract $V$, and the $N$-body gravitational or Coulomb potential is never constructed.

```lean
/-- The potential `V` is differentiable on the open region `C` (for instance an open cone) and
homogeneous of degree `k` there: `V (s y) = s ^ k V y` for `s > 0` with `y` and `s y` in `C`. -/
structure IsHomogeneous (k : ℝ) (C : Set F) (V : F → ℝ) : Prop where
  isOpen : IsOpen C
  diff : DifferentiableOn ℝ V C
  scale : ∀ y ∈ C, ∀ s : ℝ, 0 < s → s • y ∈ C → V (s • y) = s ^ k * V y
```

The potential $V$, the region $C$ and the real degree $k$ carry three hypotheses: `isOpen`, `diff` and `scale`.

```lean
/-- For all times `t ≥ 0` the position `x` lies in `C`, has velocity `v`, and obeys Newton's
equation `v' = -grad V (x)`. -/
structure IsTrajectory (C : Set F) (V : F → ℝ) (x v : ℝ → F) : Prop where
  mem : ∀ t, 0 ≤ t → x t ∈ C
  vel : ∀ t, 0 ≤ t → HasDerivWithinAt x (v t) (Ici 0) t
  newton : ∀ t, 0 ≤ t → HasDerivWithinAt v (-gradient V (x t)) (Ici 0) t
```

The motion carries three more: `mem`, `vel` and `newton`. Kinetic energy $T = \|v\|^2/2$, total energy $E = T + V(x)$ and $G = \langle x, v\rangle$ are functions of time. The code names $G$ `virial`; in molecular simulation that word usually means the product of position and force, here $\langle x, -\nabla V(x)\rangle$, up to a constant factor, which is a different quantity.

```lean
/-- Kinetic energy `T = ‖v‖² / 2` at time `t`. -/
def kinetic (v : ℝ → F) (t : ℝ) : ℝ := ‖v t‖ ^ 2 / 2

/-- Total energy `E = T + V` at time `t`. -/
def energy (V : F → ℝ) (x v : ℝ → F) (t : ℝ) : ℝ := kinetic v t + V (x t)

/-- The scalar product `G = ⟨x, v⟩` of position and velocity at time `t`. -/
def virial (x v : ℝ → F) (t : ℝ) : ℝ := inner ℝ (x t) (v t)
```

## The derivation by hand

1. Euler's relation. For $y \in C$ and $s$ near $1$, $V(sy) = s^k V(y)$. The derivative in $s$ at $s = 1$ gives $\langle \nabla V(y), y\rangle = k V(y)$.
2. Energy. $E' = \langle v, v'\rangle + \langle \nabla V(x), x'\rangle = -\langle v, \nabla V\rangle + \langle \nabla V, v\rangle = 0$, so $E(t) = E(0)$, written $E$ from here on.
3. The identity. $(\|x\|^2)' = 2G$, and $(2G)' = 2\|v\|^2 - 2\langle x, \nabla V\rangle = 4T - 2kV$. With $V = E - T$ this is $(4 + 2k)T - 2kE$, which for $k = -1$ equals $2E + 2T$.
4. The bound. For $k \ge -2$ the term $(4+2k)T$ is non-negative, so $(2G)' \ge -2kE$. Integrating once, $2G(t) \ge 2G(0) - 2kEt$; integrating again,
$$\|x(t)\|^2 \ge \|x(0)\|^2 + 2G(0)\,t - kE\,t^2 .$$
5. Escape. If $k < 0$ and $E > 0$ the coefficient $-kE$ is positive, the parabola grows without bound, and so does $\|x(t)\|$.

## Newton's equation at all times $t \ge 0$

`vel` and `newton` say that the only force is $-\nabla V$: no friction, thermostat, magnetic force or explicit time dependence. Steps 2 and 3 use them pointwise, and steps 2 and 4 use that they hold on the whole interval from $0$ to $t$. Existence for all times is assumed and not derived. A particle that falls radially into an attractive centre arrives there in finite time, is not an `IsTrajectory` in a region that excludes the centre, and the theorem says nothing about it, whatever its energy.

In the proof every integration is replaced by one comparison lemma: $f(0) \le g(0)$ and $f' \le g'$ on $[0,\infty)$ give $f \le g$.

```lean
variable {k : ℝ} {C : Set F} {V : F → ℝ} {x v : ℝ → F}

/-- If `f` starts no higher than `g` and its rate never exceeds that of `g` for `t ≥ 0`, then
`f t ≤ g t` for all `t ≥ 0`. -/
theorem le_of_deriv_le {f g f' g' : ℝ → ℝ}
    (hf : ∀ t, 0 ≤ t → HasDerivWithinAt f (f' t) (Ici 0) t)
    (hg : ∀ t, 0 ≤ t → HasDerivWithinAt g (g' t) (Ici 0) t)
    (h0 : f 0 ≤ g 0) (hle : ∀ t, 0 ≤ t → f' t ≤ g' t) {t : ℝ} (ht : 0 ≤ t) : f t ≤ g t :=
  image_le_of_deriv_right_le_deriv_boundary (a := 0) (b := t) (f' := f') (B' := g')
    (fun s hs => (hf s hs.1).continuousWithinAt.mono Icc_subset_Ici_self)
    (fun s hs => (hf s hs.1).mono (Ici_subset_Ici.2 hs.1)) h0
    (fun s hs => (hg s hs.1).continuousWithinAt.mono Icc_subset_Ici_self)
    (fun s hs => (hg s hs.1).mono (Ici_subset_Ici.2 hs.1))
    (fun s hs => hle s hs.1) ⟨ht, le_rfl⟩
```

The Mathlib lemma invoked wants continuity on $[0,t]$ and right derivatives at each $s$ of $[0,t)$; both come from the derivative within `Ici 0` by shrinking the set with `mono`.

## Openness of $C$ and the scaling law

`scale` says that the interaction has no length scale of its own, as for point charges or point masses with $k = -1$. It is required only when both $y$ and $sy$ lie in $C$, so an open cone is one case among others. Step 1 is the only place where it is used, and it needs $sy \in C$ for $s$ in a neighbourhood of $1$, which is what openness supplies.

```lean
/-- Euler's relation: for a potential homogeneous of degree `k`, `⟨grad V (y), y⟩ = k V (y)`
at every point of `C`. -/
theorem euler (hV : IsHomogeneous k C V) {y : F} (hy : y ∈ C) :
    inner ℝ (gradient V y) y = k * V y := by
  have hd := (hV.diff.differentiableAt (hV.isOpen.mem_nhds hy)).hasFDerivAt
  have hg : inner ℝ (gradient V y) y = fderiv ℝ V y y := by
    unfold gradient
    exact InnerProductSpace.toDual_symm_apply
  have hd' : HasFDerivAt V (fderiv ℝ V y) ((fun s : ℝ => s • y) 1) := by simpa using hd
  have h1 : HasDerivAt (fun s : ℝ => s • y) y 1 :=
    ((hasDerivAt_id' (1 : ℝ)).smul_const y).congr_deriv (one_smul ℝ y)
  -- differentiate `s ↦ V (s y)` at `s = 1` by the chain rule and by the scaling law
  have h2 : HasDerivAt (fun s : ℝ => V (s • y)) (fderiv ℝ V y y) 1 :=
    HasFDerivAt.comp_hasDerivAt (f := fun s : ℝ => s • y) 1 hd' h1
  have h3 : HasDerivAt (fun s : ℝ => s ^ k * V y) (k * V y) 1 :=
    ((Real.hasDerivAt_rpow_const (x := 1) (p := k) (Or.inl one_ne_zero)).mul_const
      (V y)).congr_deriv (by simp)
  have hmem : ∀ᶠ s : ℝ in 𝓝 1, s • y ∈ C :=
    h1.continuousAt.eventually (hV.isOpen.mem_nhds (by simpa using hy))
  have heq : (fun s : ℝ => V (s • y)) =ᶠ[𝓝 1] fun s : ℝ => s ^ k * V y := by
    filter_upwards [hmem, lt_mem_nhds (zero_lt_one' ℝ)] with s hs hpos
    exact hV.scale y hy s hpos hs
  rw [hg]
  exact h2.unique (h3.congr_of_eventuallyEq heq)
```

`hg` identifies $\langle\nabla V(y), y\rangle$ with the Fréchet derivative applied to $y$. Then `h2` differentiates $s \mapsto V(sy)$ by the chain rule and `h3` differentiates $s \mapsto s^k V(y)$. Openness enters in `hd`, turning differentiability on $C$ into differentiability at $y$, and in `hmem`. The closing move is reusable whenever an identity holds only locally: show the two functions equal near the point (`heq`, by `filter_upwards`), carry one derivative across with `congr_of_eventuallyEq`, and equate the two values with `h2.unique`.

The counterexamples and numbers in the prose are worked on paper and are not among the checked statements. Without openness take $C$ to be the unit circle in the plane. Then $sy \in C$ forces $s = 1$, so `scale` restricts nothing, and the harmonic potential $\|y\|^2/2$ would pass as having degree $-1$. Its circular orbit of radius one has $T = V = 1/2$, energy $1$, and stays bounded.

For $k \neq 0$ the scaling law also fixes the zero of energy, and forgetting this is an easy mistake. Adding a constant $c \neq 0$ to a potential of degree $-1$ on a cone leaves the motion unchanged and shifts $E$ by $c$, but destroys homogeneity. The condition $E > 0$ refers to the normalisation in which $V(sy) \to 0$ as $s \to \infty$.

## Differentiability of $V$ and confinement to $C$

`diff` says that a force exists at each point of $C$, and `mem` that the motion never leaves the region where $V$ is controlled; with a singular potential and $C$ chosen to avoid its singularities this excludes collisions. Step 2 uses both for the chain rule on $V(x(t))$, step 3 uses `mem` to apply Euler's relation at $x(t)$. Continuity of the gradient is not asked for. Mathlib's `gradient` returns zero where $V$ is not differentiable, so without these two hypotheses `newton` could describe free flight through such points while $V(x(t))$ changes.

```lean
/-- Along a trajectory in an open region where `V` is differentiable, the energy keeps its
initial value. -/
theorem energy_const (hC : IsOpen C) (hV : DifferentiableOn ℝ V C) (h : IsTrajectory C V x v)
    {t : ℝ} (ht : 0 ≤ t) : energy V x v t = energy V x v 0 := by
  have hE : ∀ s, 0 ≤ s → HasDerivWithinAt (energy V x v) 0 (Ici 0) s := by
    intro s hs
    have hd := (hV.differentiableAt (hC.mem_nhds (h.mem s hs))).hasFDerivAt
    have hg : inner ℝ (gradient V (x s)) (v s) = fderiv ℝ V (x s) (v s) := by
      unfold gradient
      exact InnerProductSpace.toDual_symm_apply
    have hP : HasDerivWithinAt (fun r => V (x r)) (fderiv ℝ V (x s) (v s)) (Ici 0) s :=
      HasFDerivAt.comp_hasDerivWithinAt (f := x) s hd (h.vel s hs)
    have hK := (h.newton s hs).norm_sq.div_const 2
    -- the power of the force cancels the rate of change of the potential
    refine (hK.fun_add hP).congr_deriv ?_
    rw [← hg, inner_neg_right, real_inner_comm (v s)]
    ring
  have hc : ∀ s : ℝ, 0 ≤ s → HasDerivWithinAt (fun _ : ℝ => energy V x v 0) 0 (Ici 0) s :=
    fun s _ => hasDerivWithinAt_const _ _ _
  exact le_antisymm (le_of_deriv_le hE hc le_rfl (fun _ _ => le_rfl) ht)
    (le_of_deriv_le hc hE le_rfl (fun _ _ => le_rfl) ht)
```

Homogeneity is absent from this statement. `hP` is the chain rule, `hK` the derivative of $T$, and their sum vanishes after `real_inner_comm` and `ring`. Comparing $E(t)$ with the constant $E(0)$ in both directions gives equality.

```lean
/-- For a potential of degree `k`: `(‖x‖²)' = 2 G` and `(2 G)' = (4 + 2 k) T - 2 k E`, with `E`
the initial energy. -/
theorem second_deriv_norm_sq (hV : IsHomogeneous k C V) (h : IsTrajectory C V x v)
    {t : ℝ} (ht : 0 ≤ t) :
    HasDerivWithinAt (fun s => ‖x s‖ ^ 2) (2 * virial x v t) (Ici 0) t ∧
    HasDerivWithinAt (fun s => 2 * virial x v s)
      ((4 + 2 * k) * kinetic v t - 2 * k * energy V x v 0) (Ici 0) t := by
  refine ⟨(h.vel t ht).norm_sq, ?_⟩
  refine (((h.vel t ht).inner ℝ (h.newton t ht)).const_mul 2).congr_deriv ?_
  have he : inner ℝ (x t) (gradient V (x t)) = k * V (x t) := by
    rw [real_inner_comm]
    exact euler hV (h.mem t ht)
  rw [inner_neg_right, he, real_inner_self_eq_norm_sq, ← energy_const hV.isOpen hV.diff h ht]
  unfold energy kinetic
  ring
```

This is step 3 for every real $k$, with $E$ written as `energy V x v 0`. The product rule for the inner product gives $2(\langle x, -\nabla V\rangle + \langle v, v\rangle)$; `he` inserts Euler's relation, and `energy_const` exchanges the initial energy for $T(t) + V(x(t))$ before `ring`.

## The degree: $k \ge -2$

This hypothesis limits how fast $|V|$ may grow towards the origin along a ray: no faster than the inverse square of the distance. Step 4 uses it to discard the kinetic term with the right sign.

```lean
/-- For degree `k ≥ -2`: `‖x t‖² ≥ ‖x 0‖² + 2 G(0) t - k E t²` for all `t ≥ 0`. -/
theorem norm_sq_lower_bound (hV : IsHomogeneous k C V) (h : IsTrajectory C V x v)
    (hk : -2 ≤ k) {t : ℝ} (ht : 0 ≤ t) :
    ‖x 0‖ ^ 2 + t * (2 * virial x v 0 + -k * energy V x v 0 * t) ≤ ‖x t‖ ^ 2 := by
  -- first integration, using `T ≥ 0`
  have h1 : ∀ s, 0 ≤ s →
      2 * virial x v 0 + -2 * k * energy V x v 0 * s ≤ 2 * virial x v s := by
    intro s hs
    refine le_of_deriv_le (f := fun s => 2 * virial x v 0 + -2 * k * energy V x v 0 * s)
      (f' := fun _ => -2 * k * energy V x v 0) (fun r _ => ?_)
      (fun r hr => (second_deriv_norm_sq hV h hr).2) (by simp) (fun r _ => ?_) hs
    · exact ((((hasDerivAt_id' r).const_mul _).const_add _).congr_deriv
        (mul_one _)).hasDerivWithinAt
    · have hT : 0 ≤ kinetic v r := by unfold kinetic; positivity
      have := mul_nonneg (show 0 ≤ 4 + 2 * k by linarith) hT
      linarith
  -- second integration
  refine le_of_deriv_le
    (f := fun t => ‖x 0‖ ^ 2 + t * (2 * virial x v 0 + -k * energy V x v 0 * t))
    (f' := fun s => 2 * virial x v 0 + -2 * k * energy V x v 0 * s) (fun r _ => ?_)
    (fun r hr => (second_deriv_norm_sq hV h hr).1) (by simp) h1 ht
  exact ((((hasDerivAt_id' r).fun_mul (((hasDerivAt_id' r).const_mul
    (-k * energy V x v 0)).const_add (2 * virial x v 0))).const_add _).congr_deriv
      (by ring)).hasDerivWithinAt
```

In `h1` the line $2G(0) - 2kEs$ is compared with $2G(s)$, and `hk` enters through `mul_nonneg` on $4 + 2k$ and $T$. The second comparison takes `h1` as its inequality between derivatives. The bound holds for either sign of $E$.

For $k = -3$ take $V = -1/\|y\|^3$ in the plane. The circular orbit of radius one has $\|v\|^2 = 3$, $T = 3/2$, $V = -1$ and $E = 1/2 > 0$; step 3 gives $-2T + 6E = 0$, and the orbit stays bounded.

## The signs: $k < 0$ and $E > 0$

Negative degree means that $V$ decays along rays, and positive energy that $T$ exceeds $-V$ throughout. Step 5 uses only their product.

```lean
/-- For degree `-2 ≤ k < 0` and positive energy, `‖x t‖` tends to infinity as `t → ∞`. -/
theorem escape (hV : IsHomogeneous k C V) (h : IsTrajectory C V x v)
    (hk : -2 ≤ k) (hk0 : k < 0) (hE : 0 < energy V x v 0) :
    Tendsto (fun t => ‖x t‖) atTop atTop := by
  have hc : 0 < -k * energy V x v 0 := mul_pos (by linarith) hE
  have hq : Tendsto
      (fun t : ℝ => ‖x 0‖ ^ 2 + t * (2 * virial x v 0 + -k * energy V x v 0 * t)) atTop atTop :=
    tendsto_atTop_add_const_left _ _ (Tendsto.atTop_mul_atTop₀ tendsto_id
      (tendsto_atTop_add_const_left _ _ (Tendsto.const_mul_atTop hc tendsto_id)))
  have hs : Tendsto (fun t => ‖x t‖ ^ 2) atTop atTop := by
    refine tendsto_atTop_mono' atTop ?_ hq
    filter_upwards [eventually_ge_atTop (0 : ℝ)] with t ht
    exact norm_sq_lower_bound hV h hk ht
  exact (Real.tendsto_sqrt_atTop.comp hs).congr fun t => Real.sqrt_sq (norm_nonneg _)
```

`hc` is $-kE > 0$, `hq` sends the parabola to infinity, `hs` transfers this to $\|x\|^2$ through the bound for $t \ge 0$, and a square root finishes. The harmonic oscillator ($k = 2$, $E > 0$) and the circular orbit of radius one in $V = -1/\|y\|$ ($k = -1$, $E = -1/2$) are bounded. At $E = 0$ the general conclusion fails too: $V = 0$ has degree $-1$, and a particle at rest in it stays put.

## The theorem for $k = -1$

```lean
/-- Lagrange-Jacobi identity for a potential of degree `-1`: the energy is constant,
`(‖x‖²)' = 2 G` and `(2 G)' = 2 E + 2 T`, and `E > 0` forces `‖x t‖` to infinity. -/
theorem lagrange_jacobi (hV : IsHomogeneous (-1) C V) (h : IsTrajectory C V x v) :
    (∀ t, 0 ≤ t → energy V x v t = energy V x v 0) ∧
    (∀ t, 0 ≤ t → HasDerivWithinAt (fun s => ‖x s‖ ^ 2) (2 * virial x v t) (Ici 0) t ∧
      HasDerivWithinAt (fun s => 2 * virial x v s)
        (2 * energy V x v 0 + 2 * kinetic v t) (Ici 0) t) ∧
    (0 < energy V x v 0 → Tendsto (fun t => ‖x t‖) atTop atTop) :=
  ⟨fun _ ht => energy_const hV.isOpen hV.diff h ht,
    fun _ ht => ⟨(second_deriv_norm_sq hV h ht).1,
      (second_deriv_norm_sq hV h ht).2.congr_deriv (by ring)⟩,
    escape hV h (by norm_num) (by norm_num)⟩
```

For every motion satisfying the six structural hypotheses with $k = -1$: the energy keeps its initial value; at each $t \ge 0$, $\|x\|^2$ has derivative $2G$ and $2G$ has derivative $2E + 2T$; and if $E > 0$ then $\|x(t)\| \to \infty$. The proof combines `energy_const`, which involves no degree, with `second_deriv_norm_sq` and `escape` taken at $k = -1$. The conclusion concerns the norm of the whole configuration. In a many-particle reading it does not say that every particle leaves or that every pair separates, and $E$ includes the kinetic energy of the centre of mass unless `F` is the space of relative coordinates.

For a classical, collision-free trajectory of an isolated cluster of point charges with bare Coulomb forces (no periodic box, cutoff or softening), the identity relates the second time derivative of the moment of inertia to $E$ and $T$ at each instant and can serve as a check on an integrated trajectory.

As a numerical instance take the line with $V = -1/y$ on $y > 0$, $x(0) = 1$, $v(0) = 2$. Then $T(0) = 2$, $E = 1$, $G(0) = 2$. Directly, $(x^2)'' = 2v^2 + 2xv' = 8 - 2 = 6$ at $t = 0$, and $2E + 2T = 6$. The bound reads $x(t)^2 \ge 1 + 4t + t^2$, so $x(1) \ge \sqrt 6 \approx 2.45$.

## An explicit motion

```lean
/-- On the half-line `y > 0` the potential `-(2/9) / y` is homogeneous of degree `-1`, and
`x = (t + 1) ^ (2/3)` is a trajectory in it. -/
theorem kepler_witness :
    IsHomogeneous (-1) (Ioi (0 : ℝ)) (fun y => -(2 / 9) * y⁻¹) ∧
    IsTrajectory (Ioi (0 : ℝ)) (fun y => -(2 / 9) * y⁻¹) (fun t => (t + 1) ^ (2 / 3 : ℝ))
      (fun t => 2 / 3 * (t + 1) ^ (-1 / 3 : ℝ)) := by
  have hd : ∀ y : ℝ, 0 < y →
      HasDerivAt (fun y : ℝ => -(2 / 9) * y⁻¹) (-(2 / 9) * -(y ^ 2)⁻¹) y :=
    fun y hy => (hasDerivAt_inv hy.ne').const_mul _
  refine ⟨⟨isOpen_Ioi, fun y hy => (hd y hy).differentiableAt.differentiableWithinAt,
    fun y _ s _ _ => ?_⟩, ⟨fun t ht => ?_, fun t ht => ?_, fun t ht => ?_⟩⟩
  · simp only [Real.rpow_neg_one, smul_eq_mul, mul_inv]
    ring
  · exact Real.rpow_pos_of_pos (by linarith) _
  · have hp : 0 < t + 1 := by linarith
    refine ((((hasDerivAt_id' t).add_const 1).rpow_const (p := 2 / 3)
      (Or.inl hp.ne')).congr_deriv ?_).hasDerivWithinAt
    rw [show (2 / 3 - 1 : ℝ) = -1 / 3 by norm_num]
    ring
  · have hp : 0 < t + 1 := by linarith
    have hr : (t + 1) ^ (-1 / 3 - 1 : ℝ) = (((t + 1) ^ (2 / 3 : ℝ)) ^ 2)⁻¹ := by
      rw [← Real.rpow_natCast, ← Real.rpow_mul hp.le, ← Real.rpow_neg hp.le]
      congr 1
      norm_num
    refine (((((hasDerivAt_id' t).add_const 1).rpow_const (p := -1 / 3)
      (Or.inl hp.ne')).const_mul (2 / 3)).congr_deriv ?_).hasDerivWithinAt
    rw [gradient_eq_deriv', (hd _ (Real.rpow_pos_of_pos hp _)).deriv, hr]
    ring

end

end LagrangeJacobi
```

On the half-line $y > 0$ the potential $-\tfrac{2}{9}y^{-1}$ satisfies `IsHomogeneous (-1)`, and $x = (t+1)^{2/3}$, $v = \tfrac23 (t+1)^{-1/3}$ satisfies `IsTrajectory`. The last goal is Newton's equation $v' = -\tfrac29 (t+1)^{-4/3} = -\tfrac29 x^{-2}$, with `hr` matching the exponents. Here $T = \tfrac29 (t+1)^{-2/3} = -V$, so $E = 0$ and $(x^2)'' = \tfrac49 (t+1)^{-2/3} = 2T$. This motion instantiates the energy and identity clauses; its energy is not positive, so the escape clause does not apply to it.

```lean
#print axioms LagrangeJacobi.lagrange_jacobi
```

```
'LagrangeJacobi.lagrange_jacobi' depends on axioms: [propext, Classical.choice, Quot.sound]
```
